# Exponential decay of Green function entries with layer distance, for nearest-layer coupling and $\|H\|<|z|$

A transport code that discards Green function entries between distant layers because the hopping is short-ranged can be badly wrong. Near an eigenvalue of a uniform chain, the entry between its two ends can be arbitrarily large, however long the chain. A cutoff needs a condition on the energy as well as on the range of the hopping.

## The bound and its energy condition

Let $H$ be a finite complex matrix over sites with integer layer labels $d$, and let $H_{ab}=0$ whenever $|d(a)-d(b)|>1$. Write $G=(z-H)^{-1}$, $N=|d(i)-d(j)|$ and $q=\|H\|/|z|$, where $\|H\|$ is the operator norm, i.e. the largest singular value. If $\|H\|<|z|$, then

$$|G_{ij}|\le\frac{q^N}{|z|(1-q)}.$$

The condition puts the energy $z$ farther from zero than any eigenvalue of $H$ can lie. This is stronger than being off resonance: for Hermitian $H$ and real $z$, it places $z$ above or below the whole spectrum, so an energy in a gap between levels of $H$ is not covered, whatever the energy zero. For electron transfer, $H$ is thus the bridge, without donor or acceptor levels close to $z$. Since $\|H\|$ includes on-site energies, the choice of energy zero affects the bound, though shifting $H$ and $z$ together leaves $G$ unchanged.

## Cutoffs and leading-order tunnelling amplitudes

In a finite, non-interacting model, the bound limits the error made in each entry when $G$ is truncated beyond a chosen layer distance. It grows with $\|H\|$, so a code may insert any upper estimate of the norm that is still below $|z|$; for Hermitian $H$, the largest absolute row sum is an upper estimate, usable whenever it is below $|z|$.

If a donor couples only to site $i$ of the bridge and an acceptor only to site $j$, their superexchange coupling is, to lowest order, the product of those two couplings and $G_{ij}$. With all on-site energies of the bridge at zero, the term of order $N$ in the hopping in $G_{ij}$ is $(H^N)_{ij}/z^{N+1}$. For other on-site energies, the usual leading term has them subtracted from $z$ in its denominators, and $(H^N)_{ij}/z^{N+1}$ is only the term of order $N$ in the whole of $H$. In either case, a companion estimate bounds the error of keeping this term alone:

$$\left|G_{ij}-\frac{(H^N)_{ij}}{z^{N+1}}\right|\le\frac{q^{N+1}}{|z|(1-q)}.$$

This is an absolute error. The term kept may itself be smaller, or even zero.

## From the Dyson equation to the decay

If $z-H$ were singular, some $v\ne0$ would satisfy $zv=Hv$, hence $|z|\|v\|\le\|H\|\|v\|$, contradicting $\|H\|<|z|$. So $G$ exists, and $(z-H)G=1$ gives the Dyson equation $zG=1+HG$. Taking norms,

$$|z|\|G\|\le1+\|H\|\|G\|,\qquad \|G\|\le\frac1{|z|-\|H\|}.$$

Next, $(H^k)_{ab}=0$ if $|d(a)-d(b)|>k$. This is clear for $k=0$. For the induction step, write

$$(H^{k+1})_{ab}=\sum_c(H^k)_{ac}H_{cb}.$$

If $|d(a)-d(b)|>k+1$, the triangle inequality forces $|d(a)-d(c)|>k$ or $|d(c)-d(b)|>1$, so every term vanishes.

Multiplying the Dyson equation by $H^k$ gives

$$z(H^kG)_{ij}=(H^k)_{ij}+(H^{k+1}G)_{ij}.$$

For $k<N$ the first term on the right is zero. Starting from $k=0$ and repeating $N$ times yields $z^NG_{ij}=(H^NG)_{ij}$. An entry satisfies $|A_{ij}|\le\|Ae_j\|\le\|A\|$, with $e_j$ the $j$th unit vector, so

$$|G_{ij}|\le\frac{\|H\|^N\|G\|}{|z|^N}\le\frac{q^N}{|z|-\|H\|}=\frac{q^N}{|z|(1-q)}.$$

One further step, at $k=N$, gives

$$z^{N+1}G_{ij}=(H^N)_{ij}+(H^{N+1}G)_{ij}.$$

Dividing by $z^{N+1}$ and bounding the last term in the same way gives the companion estimate.

## The Lean file

`NearestLayer d H` is the coupling condition, `green H z` is $G$, and `(d i - d j).natAbs` is $N$. The hypothesis `hz : ‖H‖ < ‖z‖` encodes $q<1$ and excludes $z=0$. Some docstrings leave hypotheses unstated: `pow_apply_eq_zero`, `pow_mul_green`, `superexchange_decay` and `transmission_decay` all assume `NearestLayer d H`, and every theorem about `green` assumes `hz`.

`isUnit_det_sub` proves invertibility, copying the null vector into every column of a matrix so that the matrix norm applies. `pow_apply_eq_zero` does the hop-counting induction, `dyson_step` supplies one iteration, and `pow_mul_green` repeats it up to $N$. `norm_tail_le` collects the norm estimates used by both `superexchange_decay` and `leading_superexchange`.

```lean
import Mathlib

open Matrix
open scoped Matrix.Norms.L2Operator

namespace SuperexchangeDecay

noncomputable section

variable {n : Type*} [Fintype n] [DecidableEq n]

/-- The Hamiltonian `H` couples only sites whose integer layer labels differ by at most one. -/
def NearestLayer (d : n → ℤ) (H : Matrix n n ℂ) : Prop :=
  ∀ a b, 1 < |d a - d b| → H a b = 0

/-- The Green function `(z - H)⁻¹`, for `z` outside the spectrum of `H`. -/
def green (H : Matrix n n ℂ) (z : ℂ) : Matrix n n ℂ :=
  (z • (1 : Matrix n n ℂ) - H)⁻¹

/-- The transmission `Γ_L Γ_R |G_ij|²` between contacts of widths `ΓL` and `ΓR` at the
single sites `i` and `j`, for `z` outside the spectrum of the effective Hamiltonian `H`. -/
def transmission (H : Matrix n n ℂ) (z : ℂ) (ΓL ΓR : ℝ) (i j : n) : ℝ :=
  ΓL * ΓR * ‖green H z i j‖ ^ 2

/-- Every matrix element is bounded by the operator norm. -/
theorem norm_entry_le (A : Matrix n n ℂ) (i j : n) : ‖A i j‖ ≤ ‖A‖ := by
  have h : ‖(WithLp.toLp 2 (A *ᵥ (EuclideanSpace.single j (1 : ℂ)).ofLp) :
      EuclideanSpace ℂ n)‖ ≤ ‖A‖ * ‖EuclideanSpace.single j (1 : ℂ)‖ :=
    Matrix.l2_opNorm_mulVec A _
  have h2 := (PiLp.norm_apply_le (WithLp.toLp 2
    (A *ᵥ (EuclideanSpace.single j (1 : ℂ)).ofLp) : EuclideanSpace ℂ n) i).trans h
  simpa using h2

/-- If `|z|` exceeds the norm of `H`, then `z - H` is invertible. -/
theorem isUnit_det_sub {H : Matrix n n ℂ} {z : ℂ} (hz : ‖H‖ < ‖z‖) :
    IsUnit (z • (1 : Matrix n n ℂ) - H).det := by
  rw [isUnit_iff_ne_zero]
  intro h0
  obtain ⟨v, hv, h⟩ := Matrix.exists_mulVec_eq_zero_iff.mpr h0
  -- put the null vector into every column of a matrix `X`
  let X : Matrix n n ℂ := Matrix.of fun a _ => v a
  have hX : (z • (1 : Matrix n n ℂ) - H) * X = 0 := by
    ext a b
    exact congrFun h a
  have hX0 : X ≠ 0 := fun e => hv (funext fun a => congrFun (congrFun e a) a)
  rw [sub_mul, smul_mul_assoc, one_mul, sub_eq_zero] at hX
  have h1 : ‖z‖ * ‖X‖ ≤ ‖H‖ * ‖X‖ := by
    rw [← norm_smul, hX]
    exact norm_mul_le _ _
  have h2 : 0 < ‖X‖ := norm_pos_iff.mpr hX0
  exact absurd (le_of_mul_le_mul_right h1 h2) (not_le_of_gt hz)

/-- The Dyson equation `z G = 1 + H G`. -/
theorem dyson {H : Matrix n n ℂ} {z : ℂ} (hz : ‖H‖ < ‖z‖) :
    z • green H z = 1 + H * green H z := by
  have h : (z • (1 : Matrix n n ℂ) - H) * green H z = 1 :=
    Matrix.mul_nonsing_inv _ (isUnit_det_sub hz)
  rw [sub_mul, smul_mul_assoc, one_mul] at h
  exact sub_eq_iff_eq_add.mp h

/-- In `k` hops an electron cannot cross more than `k` layers. -/
theorem pow_apply_eq_zero {d : n → ℤ} {H : Matrix n n ℂ} (hH : NearestLayer d H)
    (k : ℕ) (a b : n) (hk : (k : ℤ) < |d a - d b|) : (H ^ k) a b = 0 := by
  induction k generalizing b with
  | zero =>
    have hab : a ≠ b := by
      rintro rfl
      simp at hk
    rw [pow_zero, Matrix.one_apply_ne hab]
  | succ k ih =>
    rw [pow_succ, Matrix.mul_apply]
    refine Finset.sum_eq_zero fun c _ => ?_
    by_cases hc : 1 < |d c - d b|
    · rw [hH c b hc, mul_zero]
    · have ht := abs_sub_le (d a) (d c) (d b)
      push_cast at hk
      rw [ih c (by linarith), zero_mul]

/-- One more use of the Dyson equation, read off between sites `i` and `j`. -/
theorem dyson_step {H : Matrix n n ℂ} {z : ℂ} (hz : ‖H‖ < ‖z‖) (k : ℕ) (i j : n) :
    z * (H ^ k * green H z) i j = (H ^ k) i j + (H ^ (k + 1) * green H z) i j := by
  have h : z • (H ^ k * green H z) = H ^ k + H ^ (k + 1) * green H z := by
    rw [← mul_smul_comm, dyson hz, mul_add, mul_one, ← mul_assoc, ← pow_succ]
  have h' := congrArg (fun M : Matrix n n ℂ => M i j) h
  simpa only [Matrix.smul_apply, Matrix.add_apply, smul_eq_mul] using h'

/-- Up to the layer distance of `i` and `j`, each factor `z` can be traded for one hop:
`z^k G_ij = (H^k G)_ij`. -/
theorem pow_mul_green {d : n → ℤ} {H : Matrix n n ℂ} {z : ℂ} (hH : NearestLayer d H)
    (hz : ‖H‖ < ‖z‖) (i j : n) (k : ℕ) (hk : k ≤ (d i - d j).natAbs) :
    z ^ k * green H z i j = (H ^ k * green H z) i j := by
  induction k with
  | zero => simp
  | succ k ih =>
    have hlt : (k : ℤ) < |d i - d j| := by
      rw [← Int.natCast_natAbs]
      exact_mod_cast hk
    rw [pow_succ', mul_assoc, ih (by omega), dyson_step hz,
      pow_apply_eq_zero hH k i j hlt, zero_add]

/-- The part of the Green function with at least `k` hops is at most
`q^k / (|z| (1 - q))`, where `q = ‖H‖ / |z|`. -/
theorem norm_tail_le {H : Matrix n n ℂ} {z : ℂ} (hz : ‖H‖ < ‖z‖) (k : ℕ) (i j : n) :
    ‖(H ^ k * green H z) i j / z ^ k‖
      ≤ (‖H‖ / ‖z‖) ^ k / (‖z‖ * (1 - ‖H‖ / ‖z‖)) := by
  have : Nonempty n := ⟨i⟩
  have hz0 : 0 < ‖z‖ := lt_of_le_of_lt (norm_nonneg H) hz
  have hgap : 0 < ‖z‖ - ‖H‖ := sub_pos.mpr hz
  -- the norm of the Green function, from the Dyson equation
  have h1 : ‖z‖ * ‖green H z‖ ≤ 1 + ‖H‖ * ‖green H z‖ := by
    rw [← norm_smul, dyson hz]
    exact (norm_add_le _ _).trans (add_le_add CStarRing.norm_one.le (norm_mul_le _ _))
  have hG : ‖green H z‖ ≤ 1 / (‖z‖ - ‖H‖) := by
    rw [le_div_iff₀ hgap]
    linarith
  -- each hop costs at most a factor `‖H‖`
  have hpow : ∀ m : ℕ, ‖H ^ m * green H z‖ ≤ ‖H‖ ^ m * ‖green H z‖ := by
    intro m
    induction m with
    | zero => simp
    | succ m ih =>
      rw [pow_succ', mul_assoc, pow_succ', mul_assoc]
      exact (norm_mul_le _ _).trans (mul_le_mul_of_nonneg_left ih (norm_nonneg H))
  have e : ‖z‖ * (1 - ‖H‖ / ‖z‖) = ‖z‖ - ‖H‖ := by
    rw [mul_sub, mul_one, mul_div_cancel₀ _ hz0.ne']
  rw [e, norm_div, norm_pow, div_pow, div_right_comm]
  refine div_le_div_of_nonneg_right ?_ (pow_pos hz0 k).le
  calc ‖(H ^ k * green H z) i j‖ ≤ ‖H ^ k * green H z‖ := norm_entry_le _ i j
    _ ≤ ‖H‖ ^ k * ‖green H z‖ := hpow k
    _ ≤ ‖H‖ ^ k * (1 / (‖z‖ - ‖H‖)) :=
      mul_le_mul_of_nonneg_left hG (pow_nonneg (norm_nonneg H) k)
    _ = ‖H‖ ^ k / (‖z‖ - ‖H‖) := by rw [mul_one_div]

/-- Superexchange decay: with `q = ‖H‖ / |z|` below one, the Green function between two
sites is at most `q^N / (|z| (1 - q))`, where `N` is their distance in layers. -/
theorem superexchange_decay {d : n → ℤ} {H : Matrix n n ℂ} {z : ℂ}
    (hH : NearestLayer d H) (hz : ‖H‖ < ‖z‖) (i j : n) :
    ‖green H z i j‖
      ≤ (‖H‖ / ‖z‖) ^ (d i - d j).natAbs / (‖z‖ * (1 - ‖H‖ / ‖z‖)) := by
  have hz0 : z ≠ 0 := norm_pos_iff.mp (lt_of_le_of_lt (norm_nonneg H) hz)
  have h := pow_mul_green hH hz i j _ le_rfl
  have hG : green H z i j = (H ^ (d i - d j).natAbs * green H z) i j
      / z ^ (d i - d j).natAbs := by
    rw [eq_div_iff (pow_ne_zero _ hz0), mul_comm, h]
  rw [hG]
  exact norm_tail_le hz _ i j

/-- With `q = ‖H‖ / |z|` below one and `N` the layer distance of `i` and `j`, the term `(H^N)_ij /
z^(N+1)` reproduces the Green function between nearest-layer-coupled sites up to an error of at most
`q^(N+1) / (|z| (1 - q))`. -/
theorem leading_superexchange {d : n → ℤ} {H : Matrix n n ℂ} {z : ℂ}
    (hH : NearestLayer d H) (hz : ‖H‖ < ‖z‖) (i j : n) :
    ‖green H z i j - (H ^ (d i - d j).natAbs) i j / z ^ ((d i - d j).natAbs + 1)‖
      ≤ (‖H‖ / ‖z‖) ^ ((d i - d j).natAbs + 1) / (‖z‖ * (1 - ‖H‖ / ‖z‖)) := by
  have hz0 : z ≠ 0 := norm_pos_iff.mp (lt_of_le_of_lt (norm_nonneg H) hz)
  have h := pow_mul_green hH hz i j _ le_rfl
  have hs := dyson_step hz (d i - d j).natAbs i j
  rw [← h, ← mul_assoc, ← pow_succ'] at hs
  have hG : green H z i j - (H ^ (d i - d j).natAbs) i j / z ^ ((d i - d j).natAbs + 1)
      = (H ^ ((d i - d j).natAbs + 1) * green H z) i j
        / z ^ ((d i - d j).natAbs + 1) := by
    rw [sub_eq_iff_eq_add, ← add_div, eq_div_iff (pow_ne_zero _ hz0)]
    linear_combination hs
  rw [hG]
  exact norm_tail_le hz _ i j

/-- The transmission between two single-site contacts is at most `Γ_L Γ_R` times the
square of the superexchange bound. -/
theorem transmission_decay {d : n → ℤ} {H : Matrix n n ℂ} {z : ℂ}
    (hH : NearestLayer d H) (hz : ‖H‖ < ‖z‖) {ΓL ΓR : ℝ} (hL : 0 ≤ ΓL) (hR : 0 ≤ ΓR)
    (i j : n) :
    transmission H z ΓL ΓR i j ≤ ΓL * ΓR *
      ((‖H‖ / ‖z‖) ^ (d i - d j).natAbs / (‖z‖ * (1 - ‖H‖ / ‖z‖))) ^ 2 :=
  mul_le_mul_of_nonneg_left
    (pow_le_pow_left₀ (norm_nonneg _) (superexchange_decay hH hz i j) 2)
    (mul_nonneg hL hR)

end

end SuperexchangeDecay
```

```lean
#print axioms SuperexchangeDecay.superexchange_decay
#print axioms SuperexchangeDecay.leading_superexchange
#print axioms SuperexchangeDecay.transmission_decay
```

```
'SuperexchangeDecay.superexchange_decay' depends on axioms: [propext, Classical.choice, Quot.sound]
'SuperexchangeDecay.leading_superexchange' depends on axioms: [propext, Classical.choice, Quot.sound]
'SuperexchangeDecay.transmission_decay' depends on axioms: [propext, Classical.choice, Quot.sound]
```

## Contacts, basis and arithmetic

The theorems hold for non-Hermitian $H$, so contact self-energies may be included if the layer and norm conditions still hold. `transmission_decay` bounds $\Gamma_L\Gamma_R|G_{ij}|^2$ by $\Gamma_L\Gamma_R$ times the square of the decay bound, for non-negative widths $\Gamma_L,\Gamma_R$ at single-site contacts. That transmission formula is a definition here, not derived from scattering theory, and nothing ties the widths to the self-energies in $H$.

The form $z-H$ assumes an orthonormal basis; an overlap matrix is not covered. Nor are resonant energies, energies in a gap between levels of a Hermitian $H$, infinite leads kept explicitly in $H$, or rounding errors in a computed inverse.
